# Hydrogenic states with \(l=n-1\): the relative variance of the radius is \(1/(2n+1)\)

In the ground state of a one-electron ion with nuclear charge \(Z>0\), the radius \(r\) has a density proportional to \(r^2e^{-2Zr}\) in atomic units. Since \(\int_0^\infty r^j e^{-2Zr}\,dr=j!/(2Z)^{j+1}\) for natural numbers \(j\), dividing the integrals for \(j=3\) and \(j=4\) by the one for \(j=2\) gives

\[
\langle r\rangle=\frac{3}{2Z},\qquad \langle r^2\rangle=\frac{3}{Z^2},\qquad
\frac{\langle r^2\rangle-\langle r\rangle^2}{\langle r\rangle^2}=\frac{3-9/4}{9/4}=\frac13 .
\]

The charge sets the length scale and drops out of the last ratio. The calculation extends to every principal quantum number \(n\ge1\) when the angular momentum has its largest value, \(l=n-1\). The density is then proportional to \(r^{2n}e^{-2Zr/n}\), and

\[
\langle r\rangle=\frac{n(2n+1)}{2Z},\qquad
\langle r^2\rangle=\frac{n^2(n+1)(2n+1)}{2Z^2},\qquad
\frac{\langle (r-\langle r\rangle)^2\rangle}{\langle r\rangle^2}=\frac1{2n+1}.
\]

For a non-relativistic electron in the field of a fixed point charge, this makes precise how the radius of a highly excited state with \(l=n-1\) approaches that of a Bohr orbit in relative terms: the ratio of \(\langle r\rangle\) to the Bohr value \(n^2/Z\) tends to one, and the spread becomes small compared with the mean. The moments also give exact values for testing a radial grid or basis on this one-electron problem.

## From the radial equation to a narrow shell

Let \(u(r)=r^n e^{-Zr/n}\) be the unnormalised reduced radial function, that is, \(r\) times the radial wavefunction. Its derivatives are

\[
u'=\Big(\frac nr-\frac Zn\Big)u,\qquad
u''=\Big[\Big(\frac nr-\frac Zn\Big)^2-\frac n{r^2}\Big]u
=\Big[\frac{n(n-1)}{r^2}-\frac{2Z}{r}+\frac{Z^2}{n^2}\Big]u .
\]

Multiplying by \(-\tfrac12\) and rearranging gives

\[
-\frac12u''+\Big[\frac{n(n-1)}{2r^2}-\frac Zr\Big]u=-\frac{Z^2}{2n^2}u .
\]

This is the radial Schrödinger equation with \(l(l+1)=n(n-1)\), so \(l=n-1\), and energy \(-Z^2/(2n^2)\). The density is \(u^2\) up to normalisation.

For a natural number \(k\), the substitution \(t=2Zr/n\) turns the moment integral into a Gamma integral:

\[
\int_0^\infty r^{2n+k}e^{-2Zr/n}\,dr=(2n+k)!\Big(\frac n{2Z}\Big)^{2n+k+1}.
\]

Dividing by the case \(k=0\) gives

\[
\langle r^k\rangle=\frac{(2n+k)!}{(2n)!}\Big(\frac n{2Z}\Big)^k .
\]

The factorial ratio is \(2n+1\) for \(k=1\) and \((2n+2)(2n+1)\) for \(k=2\), which yields the two stated moments. The mean is also \((n^2/Z)(1+1/(2n))\), larger than the Bohr radius \(n^2/Z\) of the orbit by the fraction \(1/(2n)\). The variance is

\[
\langle r^2\rangle-\langle r\rangle^2=\frac{n^2(2n+1)}{4Z^2}\big[2(n+1)-(2n+1)\big]=\frac{n^2(2n+1)}{4Z^2}.
\]

Division by \(\langle r\rangle^2=n^2(2n+1)^2/(4Z^2)\) leaves \(1/(2n+1)\), which tends to zero. The absolute width still grows with \(n\); only its ratio to the mean shrinks.

Finally, let \(\varepsilon>0\) and \(m=\langle r\rangle\). Wherever \(|r-m|\ge\varepsilon m\), we have \(1\le (r-m)^2/(\varepsilon m)^2\). Averaging this inequality gives Chebyshev's bound

\[
P\big(|r-m|\ge\varepsilon m\big)\le\frac{1}{(2n+1)\varepsilon^2}.
\]

It is informative once \((2n+1)\varepsilon^2>1\).

## The orbital, its density and expectation values in Lean

```lean
import Mathlib

open MeasureTheory Set Filter Topology

namespace CircularBohrOrbits

noncomputable section
```

The quantum number `n` is a natural number, while `Z` and `r` are real. The orbital is \(u\), without a normalisation constant.

```lean
/-- The unnormalised reduced radial function `r^n exp(-Z r / n)`, in atomic units. -/
def circularOrbital (n : ℕ) (Z r : ℝ) : ℝ := r ^ n * Real.exp (-(Z / n * r))
```

The weight is the density in \(r\) itself: the factor \(r^2\) from the volume element is already included.

```lean
/-- The unnormalised radial density `r^(2n) exp(-2 Z r / n)`. -/
def weight (n : ℕ) (Z r : ℝ) : ℝ := r ^ (2 * n) * Real.exp (-(2 * Z / n * r))
```

Normalisation enters through `expect`, which divides by the norm integral over \((0,\infty)\).

```lean
/-- The expectation value of a function of the radius in the normalised radial density. -/
def expect (n : ℕ) (Z : ℝ) (f : ℝ → ℝ) : ℝ :=
  (∫ r in Ioi (0 : ℝ), f r * weight n Z r) / ∫ r in Ioi (0 : ℝ), weight n Z r

/-- The mean radius `⟨r⟩`. -/
def meanRadius (n : ℕ) (Z : ℝ) : ℝ := expect n Z (fun r => r)

/-- The relative variance `⟨(r - ⟨r⟩)²⟩ / ⟨r⟩²` of the radius. -/
def relVariance (n : ℕ) (Z : ℝ) : ℝ :=
  expect n Z (fun r => (r - meanRadius n Z) ^ 2) / meanRadius n Z ^ 2
```

## The orbital solves the radial equation with \(l=n-1\)

The next theorem ties the density to the Coulomb problem at each \(r>0\). It verifies a given solution; it doesn't derive the spectrum or treat the angular wavefunction. "Circular" in the Lean names refers to \(l=n-1\), not to motion along a trajectory. The circular states of Rydberg physics also have the largest magnetic quantum number in absolute value, which leaves the radial density unchanged.

```lean
/-- The radial function solves the radial Schrödinger equation of a hydrogenic ion with `l = n - 1`
and energy `-Z²/(2n²)`, and its square is the unnormalised radial density. -/
theorem radial_schrodinger {n : ℕ} (hn : 1 ≤ n) (Z : ℝ) {r : ℝ} (hr : 0 < r) :
    -(1 / 2) * deriv (deriv (circularOrbital n Z)) r
        + ((n : ℝ) * (n - 1) / (2 * r ^ 2) - Z / r) * circularOrbital n Z r
      = -(Z ^ 2 / (2 * (n : ℝ) ^ 2)) * circularOrbital n Z r
    ∧ weight n Z r = circularOrbital n Z r ^ 2 := by
  have hn' : (n : ℝ) ≠ 0 := by exact_mod_cast (by omega : n ≠ 0)
  constructor
  · -- the logarithmic derivative of the orbital is n/s - Z/n
    have h1 : ∀ s : ℝ, 0 < s → HasDerivAt (circularOrbital n Z)
        (((n : ℝ) * s⁻¹ - Z / n) * circularOrbital n Z s) s := by
      intro s hs
      have he := ((hasDerivAt_id' s).const_mul (Z / (n : ℝ))).fun_neg.exp
      have hp : (n : ℝ) * s ^ (n - 1) = n * s⁻¹ * s ^ n := by
        rw [← pow_sub_one_mul (by omega : n ≠ 0) s]
        field_simp
      refine ((hasDerivAt_pow n s).fun_mul he).congr_deriv ?_
      rw [hp]
      unfold circularOrbital
      ring
    have hq : HasDerivAt (fun s : ℝ => (n : ℝ) * s⁻¹ - Z / n) ((n : ℝ) * -(r ^ 2)⁻¹) r :=
      ((hasDerivAt_inv hr.ne').const_mul (n : ℝ)).sub_const (Z / n)
    have hd : deriv (circularOrbital n Z) =ᶠ[𝓝 r]
        fun s => ((n : ℝ) * s⁻¹ - Z / n) * circularOrbital n Z s := by
      filter_upwards [Ioi_mem_nhds hr] with s hs
      exact (h1 s hs).deriv
    rw [hd.deriv_eq, (hq.fun_mul (h1 r hr)).deriv]
    field_simp
    ring
  · unfold weight circularOrbital
    rw [mul_pow, ← pow_mul, mul_comm n 2, ← Real.exp_nat_mul]
    congr 2
    push_cast
    ring
```

Here `h1` is the formula for \(u'\). The step `hd` says that this formula holds throughout a neighbourhood of \(r\), so it may be differentiated again. The closing algebra is the expansion of \(u''\) above. The second part squares the orbital.

## Moments from the Gamma integral

```lean
/-- The moment integrals of the unnormalised radial density, for every power of the radius. -/
theorem integral_pow_weight {n : ℕ} (hn : 1 ≤ n) {Z : ℝ} (hZ : 0 < Z) (k : ℕ) :
    ∫ r in Ioi (0 : ℝ), r ^ k * weight n Z r
      = ((2 * n + k).factorial : ℝ) * ((n : ℝ) / (2 * Z)) ^ (2 * n + k + 1) := by
  have hn' : (0 : ℝ) < n := by exact_mod_cast hn
  have e : ∀ (x : ℝ) (m : ℕ), x ^ ((m : ℝ) + 1) = x ^ (m + 1) := by
    intro x m
    rw [← Real.rpow_natCast, Nat.cast_add, Nat.cast_one]
  -- Euler's Gamma integral
  have h := Real.integral_rpow_mul_exp_neg_mul_Ioi (a := ((2 * n + k : ℕ) : ℝ) + 1)
    (r := 2 * Z / n) (by positivity) (div_pos (by positivity) hn')
  rw [Real.Gamma_nat_eq_factorial, e, one_div_div] at h
  refine Eq.trans ?_ (h.trans (mul_comm _ _))
  refine setIntegral_congr_fun measurableSet_Ioi fun r _ => ?_
  change r ^ k * (r ^ (2 * n) * Real.exp (-(2 * Z / n * r)))
    = r ^ (((2 * n + k : ℕ) : ℝ) + 1 - 1) * Real.exp (-(2 * Z / n * r))
  rw [add_sub_cancel_right, Real.rpow_natCast, pow_add]
  ring
```

The proof applies Mathlib's Gamma integral with decay rate \(2Z/n\), then converts its real exponents to natural powers. Here and in the next two theorems, "power" means a natural power \(k\ge0\); inverse powers of \(r\) are not covered.

```lean
/-- Every power of the radius is integrable against the radial density. -/
theorem integrable_pow_weight {n : ℕ} (hn : 1 ≤ n) {Z : ℝ} (hZ : 0 < Z) (k : ℕ) :
    Integrable (fun r => r ^ k * weight n Z r) (volume.restrict (Ioi (0 : ℝ))) := by
  by_contra h
  have h1 := integral_pow_weight hn hZ k
  rw [integral_undef h] at h1
  have hq : (0 : ℝ) < n / (2 * Z) := div_pos (by exact_mod_cast hn) (by positivity)
  have hf : (0 : ℝ) < ((2 * n + k).factorial : ℝ) := by exact_mod_cast Nat.factorial_pos _
  exact (mul_pos hf (pow_pos hq _)).ne h1
```

Mathlib assigns the value zero to the integral of a non-integrable function. The value just computed is positive, so the function must be integrable.

The hypothesis \(Z>0\) is essential here. For \(n=1\) and \(Z=0\) the weight is \(r^2\), and \(\int_0^R r^2\,dr=R^3/3\) grows without bound. There is no normalisable density, and so no mean radius. Physically, without attraction there is no bound state.

```lean
/-- All radial moments: `⟨r^k⟩ = (2n+k)!/(2n)! (n/2Z)^k`. -/
theorem expect_pow {n : ℕ} (hn : 1 ≤ n) {Z : ℝ} (hZ : 0 < Z) (k : ℕ) :
    expect n Z (fun r => r ^ k)
      = ((2 * n + k).factorial : ℝ) / ((2 * n).factorial : ℝ) * ((n : ℝ) / (2 * Z)) ^ k := by
  have hq : (0 : ℝ) < n / (2 * Z) := div_pos (by exact_mod_cast hn) (by positivity)
  have h0 := integral_pow_weight hn hZ 0
  simp only [pow_zero, one_mul, add_zero] at h0
  change (∫ r in Ioi (0 : ℝ), r ^ k * weight n Z r) / (∫ r in Ioi (0 : ℝ), weight n Z r) = _
  rw [integral_pow_weight hn hZ k, h0, show 2 * n + k + 1 = k + (2 * n + 1) by ring,
    pow_add, ← mul_assoc, mul_div_mul_right _ _ (pow_ne_zero _ hq.ne')]
  ring
```

Dividing by the norm cancels the common power of \(n/(2Z)\). The first two moments follow by expanding the factorials.

```lean
/-- The mean radius is `n(2n+1)/(2Z)` and the mean square radius is `n²(n+1)(2n+1)/(2Z²)`. -/
theorem mean_and_mean_square {n : ℕ} (hn : 1 ≤ n) {Z : ℝ} (hZ : 0 < Z) :
    meanRadius n Z = n * (2 * n + 1) / (2 * Z) ∧
    expect n Z (fun r => r ^ 2) = (n : ℝ) ^ 2 * (n + 1) * (2 * n + 1) / (2 * Z ^ 2) := by
  have hf : ((2 * n).factorial : ℝ) ≠ 0 := by exact_mod_cast Nat.factorial_ne_zero _
  constructor
  · have h := expect_pow hn hZ 1
    simp only [pow_one] at h
    have e : ((2 * n + 1).factorial : ℝ) = (2 * n + 1) * ((2 * n).factorial : ℝ) := by
      exact_mod_cast Nat.factorial_succ (2 * n)
    rw [meanRadius, h, e, mul_div_cancel_right₀ _ hf]
    ring
  · have e' : (2 * n + 2).factorial = (2 * n + 2) * (2 * n + 1) * (2 * n).factorial :=
      (Nat.factorial_succ (2 * n + 1)).trans (by rw [Nat.factorial_succ]; ring)
    have e : ((2 * n + 2).factorial : ℝ)
        = (2 * n + 2) * (2 * n + 1) * ((2 * n).factorial : ℝ) := by exact_mod_cast e'
    rw [expect_pow hn hZ 2, e, mul_div_cancel_right₀ _ hf]
    ring

/-- The mean radius exceeds the Bohr radius `n²/Z` of the orbit by the factor `1 + 1/(2n)`. -/
theorem meanRadius_eq_bohr {n : ℕ} (hn : 1 ≤ n) {Z : ℝ} (hZ : 0 < Z) :
    meanRadius n Z = (n : ℝ) ^ 2 / Z * (1 + 1 / (2 * n)) := by
  have hn' : (n : ℝ) ≠ 0 := by exact_mod_cast (by omega : n ≠ 0)
  rw [(mean_and_mean_square hn hZ).1]
  field_simp
```

## The relative variance and its limit

```lean
/-- The mean square deviation from any radius `m` is `⟨r²⟩ - 2m⟨r⟩ + m²`. -/
theorem expect_sq_deviation {n : ℕ} (hn : 1 ≤ n) {Z : ℝ} (hZ : 0 < Z) (m : ℝ) :
    expect n Z (fun r => (r - m) ^ 2)
      = expect n Z (fun r => r ^ 2) - 2 * m * meanRadius n Z + m ^ 2 := by
  have h2 := integrable_pow_weight hn hZ 2
  have h1 := integrable_pow_weight hn hZ 1
  have h0 := integrable_pow_weight hn hZ 0
  simp only [pow_one] at h1
  simp only [pow_zero, one_mul] at h0
  have h1' : Integrable (fun r => 2 * m * (r * weight n Z r))
      (volume.restrict (Ioi (0 : ℝ))) := h1.const_mul _
  have h0' : Integrable (fun r => m ^ 2 * weight n Z r)
      (volume.restrict (Ioi (0 : ℝ))) := h0.const_mul _
  have h21 : Integrable (fun r => r ^ 2 * weight n Z r - 2 * m * (r * weight n Z r))
      (volume.restrict (Ioi (0 : ℝ))) := h2.sub h1'
  have key : ∫ r in Ioi (0 : ℝ), (r - m) ^ 2 * weight n Z r
      = (∫ r in Ioi (0 : ℝ), r ^ 2 * weight n Z r)
        - 2 * m * (∫ r in Ioi (0 : ℝ), r * weight n Z r)
        + m ^ 2 * ∫ r in Ioi (0 : ℝ), weight n Z r := by
    calc _ = ∫ r in Ioi (0 : ℝ), ((r ^ 2 * weight n Z r - 2 * m * (r * weight n Z r))
          + m ^ 2 * weight n Z r) := by
          congr 1
          ext r
          ring
      _ = _ := by
          rw [integral_add h21 h0', integral_sub h2 h1', integral_const_mul,
            integral_const_mul]
  have hD : (∫ r in Ioi (0 : ℝ), weight n Z r) ≠ 0 := by
    have h := integral_pow_weight hn hZ 0
    simp only [pow_zero, one_mul] at h
    have hq : (0 : ℝ) < n / (2 * Z) := div_pos (by exact_mod_cast hn) (by positivity)
    rw [h]
    exact mul_ne_zero (by exact_mod_cast Nat.factorial_ne_zero _) (pow_ne_zero _ hq.ne')
  have alg : ∀ A B D : ℝ, D ≠ 0 →
      (A - 2 * m * B + m ^ 2 * D) / D = A / D - 2 * m * (B / D) + m ^ 2 := by
    intro A B D h
    field_simp
  change (∫ r in Ioi (0 : ℝ), (r - m) ^ 2 * weight n Z r) / _ = _
  rw [key]
  exact alg _ _ _ hD
```

This is linearity of the integral, with integrability supplied for each of the three terms; `hD` ensures that the norm is non-zero. Setting \(m=\langle r\rangle\) and inserting the moments gives the relative variance.

```lean
/-- The relative variance of the radius is `1/(2n+1)`, whatever the nuclear charge. -/
theorem relVariance_eq {n : ℕ} (hn : 1 ≤ n) {Z : ℝ} (hZ : 0 < Z) :
    relVariance n Z = 1 / (2 * n + 1) := by
  have hn' : (n : ℝ) ≠ 0 := by exact_mod_cast (by omega : n ≠ 0)
  have h2 : (2 * (n : ℝ) + 1) ≠ 0 := by positivity
  rw [relVariance, expect_sq_deviation hn hZ, (mean_and_mean_square hn hZ).1,
    (mean_and_mean_square hn hZ).2]
  field_simp
  ring
```

For the limit, \(Z\) is held fixed. The relative variance is squeezed between \(0\) and \(1/(n+1)\) for all \(n\ge1\).

```lean
/-- The relative variance of the radius tends to zero as `n` grows. -/
theorem relVariance_tendsto_zero {Z : ℝ} (hZ : 0 < Z) :
    Tendsto (fun n : ℕ => relVariance n Z) atTop (𝓝 0) := by
  refine squeeze_zero' ?_ ?_ (tendsto_one_div_add_atTop_nhds_zero_nat (𝕜 := ℝ))
  · filter_upwards [eventually_ge_atTop 1] with n hn
    rw [relVariance_eq hn hZ]
    positivity
  · filter_upwards [eventually_ge_atTop 1] with n hn
    rw [relVariance_eq hn hZ]
    have h : (0 : ℝ) ≤ n := n.cast_nonneg
    exact one_div_le_one_div_of_le (by positivity) (by linarith)
```

## A bound on the probability of large deviations

The expectation of an indicator function, equal to one on the chosen set and zero elsewhere, is the probability of that set.

```lean
/-- The probability that the radius deviates from its mean by at least the fraction `ε` of the
mean is at most `1/((2n+1)ε²)`. -/
theorem radial_concentration {n : ℕ} (hn : 1 ≤ n) {Z ε : ℝ} (hZ : 0 < Z) (hε : 0 < ε) :
    expect n Z (indicator {r | ε * meanRadius n Z ≤ |r - meanRadius n Z|} (fun _ => 1))
      ≤ 1 / ((2 * n + 1) * ε ^ 2) := by
  have hn' : (0 : ℝ) < n := by exact_mod_cast hn
  have hm : 0 < meanRadius n Z := by
    rw [(mean_and_mean_square hn hZ).1]
    exact div_pos (mul_pos hn' (by positivity)) (by positivity)
  have hv := relVariance_eq hn hZ
  unfold relVariance at hv
  generalize meanRadius n Z = m at hm hv ⊢
  have hw : ∀ r, 0 ≤ weight n Z r := fun r =>
    mul_nonneg ((even_two_mul n).pow_nonneg r) (Real.exp_pos _).le
  have ha : 0 < (ε * m) ^ 2 := by positivity
  -- a non-integrable square deviation would contradict the non-zero variance
  have hint : Integrable (fun r => (r - m) ^ 2 * weight n Z r)
      (volume.restrict (Ioi (0 : ℝ))) := by
    by_contra h
    have hz : expect n Z (fun r => (r - m) ^ 2) = 0 := by
      change (∫ r in Ioi (0 : ℝ), (r - m) ^ 2 * weight n Z r) / _ = 0
      rw [integral_undef h, zero_div]
    rw [hz, zero_div] at hv
    have : (0 : ℝ) < 1 / (2 * n + 1) := by positivity
    linarith
  have hpos : ∀ r, 0 ≤ indicator {r | ε * m ≤ |r - m|} (fun _ => (1 : ℝ)) r * weight n Z r :=
    fun r => mul_nonneg (indicator_nonneg (fun _ _ => zero_le_one) r) (hw r)
  -- Chebyshev's pointwise comparison
  have hle : ∀ r, indicator {r | ε * m ≤ |r - m|} (fun _ => (1 : ℝ)) r * weight n Z r
      ≤ ((ε * m) ^ 2)⁻¹ * ((r - m) ^ 2 * weight n Z r) := by
    intro r
    by_cases hr : r ∈ {r | ε * m ≤ |r - m|}
    · have h1 : (ε * m) ^ 2 ≤ (r - m) ^ 2 := by
        rw [← sq_abs (r - m)]
        exact pow_le_pow_left₀ (by positivity) hr 2
      have h2 : 1 ≤ ((ε * m) ^ 2)⁻¹ * (r - m) ^ 2 := by
        rw [inv_mul_eq_div, one_le_div ha]
        exact h1
      rw [indicator_of_mem hr, ← mul_assoc]
      exact mul_le_mul_of_nonneg_right h2 (hw r)
    · rw [indicator_of_notMem hr, zero_mul]
      exact mul_nonneg (inv_nonneg.2 ha.le) (mul_nonneg (sq_nonneg _) (hw r))
  have hI := integral_mono_of_nonneg (Eventually.of_forall hpos)
    (hint.const_mul ((ε * m) ^ 2)⁻¹) (Eventually.of_forall hle)
  rw [integral_const_mul] at hI
  have hD : 0 ≤ ∫ r in Ioi (0 : ℝ), weight n Z r := integral_nonneg hw
  calc _ ≤ (((ε * m) ^ 2)⁻¹ * ∫ r in Ioi (0 : ℝ), (r - m) ^ 2 * weight n Z r)
        / ∫ r in Ioi (0 : ℝ), weight n Z r := div_le_div_of_nonneg_right hI hD
    _ = ((ε * m) ^ 2)⁻¹ * expect n Z (fun r => (r - m) ^ 2) := mul_div_assoc _ _ _
    _ = 1 / ((2 * n + 1) * ε ^ 2) := by
        rw [(div_eq_iff (pow_ne_zero 2 hm.ne')).1 hv]
        field_simp

end

end CircularBohrOrbits
```

The pointwise inequality is `hle`, proved separately on and off the set. `integral_mono_of_nonneg` integrates it, and division by the norm turns the result into an inequality between expectations. The last step inserts the relative variance through `hv`.

```lean
#print axioms CircularBohrOrbits.radial_schrodinger
#print axioms CircularBohrOrbits.meanRadius_eq_bohr
#print axioms CircularBohrOrbits.relVariance_tendsto_zero
#print axioms CircularBohrOrbits.radial_concentration
```

```
'CircularBohrOrbits.radial_schrodinger' depends on axioms: [propext, Classical.choice, Quot.sound]
'CircularBohrOrbits.meanRadius_eq_bohr' depends on axioms: [propext, Classical.choice, Quot.sound]
'CircularBohrOrbits.relVariance_tendsto_zero' depends on axioms: [propext, Classical.choice, Quot.sound]
'CircularBohrOrbits.radial_concentration' depends on axioms: [propext, Classical.choice, Quot.sound]
```
